# Equal total dipole emission along a ladder of Zeeman sublevels

If the Zeeman sublevels of an excited level decayed at different total rates, the level would have no single lifetime. A rate computed from one sublevel could not simply be used for the others, and the decay of a gas would depend on how its sublevels had been populated. For an isolated atom in free space, without external fields, rotational symmetry prevents this.

## Rotational symmetry fixes the rate

Set \(\hbar=1\) and number the components \(x,y,z\) as \(0,1,2\), with indices taken modulo three. Let \(J_i\) be Hermitian angular momentum matrices on a finite-dimensional space containing both the upper and the lower levels. A vector operator \(V\), such as the electric dipole, satisfies the following relations, where \(i\) is an index in subscripts and the imaginary unit as a factor:

\[
[J_i,V_i]=0,\quad [J_i,V_{i+1}]=iV_{i+2},\quad [J_i,V_{i+2}]=-iV_{i+1}.
\]

Let \(Q\) commute with every \(J_i\); physically, it is the projector onto a complete lower level. Define

\[
M=\sum_k V_k^\dagger Q V_k .
\]

For a projector \(Q\), \(\langle v,Mv\rangle=\sum_k\|QV_kv\|^2\). With one common transition frequency, this is proportional to the dipole emission rate from a unit state \(v\) of the upper level, summed over final states and polarisations and integrated over directions. If \(V\) is Hermitian, the dagger can be omitted.

**Claim.** Let \(v\) be a unit vector with \(J^2v=av\) and \(J_zv=mv\), where \(J^2=\sum_kJ_k^2\), and let \(J_\pm=J_x\pm iJ_y\). If \(J_-v\neq0\), then \(w=J_-v/\|J_-v\|\) satisfies \(\langle w,Mw\rangle=\langle v,Mv\rangle\).

First, \(V^\dagger\) is a vector operator, because \([J_i,V_k^\dagger]=-[J_i,V_k]^\dagger\). For example, \([J_i,V_{i+1}^\dagger]=-(iV_{i+2})^\dagger=iV_{i+2}^\dagger\), and the other two relations follow in the same way.

Next, for any vector operators \(W\) and \(V\), the Leibniz rule gives

\[
\begin{aligned}
\Bigl[J_i,\sum_kW_kQV_k\Bigr]
={}&iW_{i+2}QV_{i+1}+iW_{i+1}QV_{i+2}\\
&-iW_{i+1}QV_{i+2}-iW_{i+2}QV_{i+1}=0 .
\end{aligned}
\]

Taking \(W=V^\dagger\) shows that \(M\) commutes with \(J\). Taking \(W=V=J\) and \(Q=1\) shows that \(J^2\) does too.

The commutators of \(J\) also give

\[
[J_z,J_-]=iJ_y-J_x=-J_-,
\]
\[
J_+J_-=J_x^2+J_y^2-i[J_x,J_y]=J^2-J_z^2+J_z .
\]

So \(J_-v\) keeps the eigenvalue \(a\) and has \(J_z\) eigenvalue \(m-1\). Since \(J_-^\dagger=J_+\) commutes with \(M\),

\[
\langle J_-v,MJ_-v\rangle=\langle v,MJ_+J_-v\rangle=(a-m^2+m)\langle v,Mv\rangle .
\]

With \(M=1\), the same identity gives \(\|J_-v\|^2=a-m^2+m\). Dividing by this nonzero number proves the claim. Repeating the step gives \(\langle u,Mu\rangle=\|u\|^2\langle v,Mv\rangle\) for every \(u=J_-^kv\), hence equal normalised rates down the ladder.

## Operators and states as matrices and vectors

In Lean 4 with Mathlib:

```lean
import Mathlib

open Matrix Complex

namespace EmissionIsotropy

noncomputable section

variable {n : Type*} [Fintype n] [DecidableEq n]
```

The finite type `n` labels basis states. The commutation relations become three fields, with `Fin 3` supplying the cyclic indices.

```lean
/-- `V` is a vector operator for `J`: `[J_i, V_j] = i ε_ijk V_k`, written cyclically
with component indices modulo three. -/
structure IsVectorOperator (J V : Fin 3 → Matrix n n ℂ) : Prop where
  same : ∀ i, J i * V i - V i * J i = 0
  next : ∀ i, J i * V (i + 1) - V (i + 1) * J i = I • V (i + 2)
  prev : ∀ i, J i * V (i + 2) - V (i + 2) * J i = -(I • V (i + 1))
```

An angular momentum is a Hermitian triple that is a vector operator with respect to itself.

```lean
/-- A Hermitian angular momentum triple, in units of the reduced Planck constant. -/
structure IsAngularMomentum (J : Fin 3 → Matrix n n ℂ) : Prop where
  herm : ∀ i, (J i)ᴴ = J i
  comm : IsVectorOperator J J

/-- The total angular momentum squared. -/
def Jsq (J : Fin 3 → Matrix n n ℂ) : Matrix n n ℂ := ∑ k, J k * J k

/-- The lowering operator `J₋ = Jx - i Jy`. -/
def lower (J : Fin 3 → Matrix n n ℂ) : Matrix n n ℂ := J 0 - I • J 1
```

The eigenvalues `a` and `m` are arbitrary complex numbers here; the argument does not need their quantised values. `IsSublevel` does not require a nonzero vector, so normalisation is a separate hypothesis.

```lean
/-- `v` satisfies `J² v = a v` and `Jz v = m v`. -/
def IsSublevel (J : Fin 3 → Matrix n n ℂ) (a m : ℂ) (v : n → ℂ) : Prop :=
  Jsq J *ᵥ v = a • v ∧ J 2 *ᵥ v = m • v

/-- The emission operator `∑ₖ Vₖ† Q Vₖ`, summed over the three Cartesian components of `V`. -/
def emission (Q : Matrix n n ℂ) (V : Fin 3 → Matrix n n ℂ) : Matrix n n ℂ :=
  ∑ k, (V k)ᴴ * Q * V k
```

The inner product is conjugate-linear in its first argument. The norm is defined explicitly as the Euclidean one.

```lean
/-- The expectation value `⟨v, A v⟩`. -/
def expect (A : Matrix n n ℂ) (v : n → ℂ) : ℂ := star v ⬝ᵥ A *ᵥ v

/-- The Hilbert-space norm of a state vector. -/
def vnorm (v : n → ℂ) : ℝ := √(∑ i, ‖v i‖ ^ 2)

/-- The state vector divided by its norm. -/
def normalized (v : n → ℂ) : n → ℂ := ((vnorm v : ℂ)⁻¹) • v

omit [DecidableEq n] in
/-- The squared norm is the inner product of a state with itself. -/
theorem vnorm_sq (v : n → ℂ) : (vnorm v : ℂ) ^ 2 = star v ⬝ᵥ v := by
  rw [vnorm, ← Complex.ofReal_pow, Real.sq_sqrt (Finset.sum_nonneg fun i _ => sq_nonneg _)]
  simp only [dotProduct, Pi.star_apply, Complex.ofReal_sum, Complex.ofReal_pow]
  exact Finset.sum_congr rfl fun i _ => (Complex.conj_mul' (v i)).symm
```

## The emission operator is a scalar

In the next proof, `sum3` starts the cyclic sum at the chosen component `i`, and `key` is the Leibniz rule with the commutator of \(Q\) removed. Substituting the vector relations leaves the four cancelling terms found above.

```lean
omit [DecidableEq n] in
/-- If `W` and `V` are vector operators and `Q` commutes with `J`, then `∑ₖ Wₖ Q Vₖ`
commutes with every component of `J`. -/
theorem scalar_commutes {J W V : Fin 3 → Matrix n n ℂ} {Q : Matrix n n ℂ}
    (hW : IsVectorOperator J W) (hV : IsVectorOperator J V)
    (hQ : ∀ i, J i * Q = Q * J i) (i : Fin 3) :
    J i * (∑ k, W k * Q * V k) = (∑ k, W k * Q * V k) * J i := by
  have sum3 : ∀ f : Fin 3 → Matrix n n ℂ, ∑ k, f k = f i + f (i + 1) + f (i + 2) := by
    intro f
    rw [Fin.sum_univ_three]
    fin_cases i
    · rfl
    · change f 0 + f 1 + f 2 = f 1 + f 2 + f 0
      abel
    · change f 0 + f 1 + f 2 = f 2 + f 0 + f 1
      abel
  -- the Leibniz rule, with no contribution from `Q`
  have key : ∀ A B : Matrix n n ℂ, J i * (A * Q * B) - A * Q * B * J i
      = (J i * A - A * J i) * Q * B + A * Q * (J i * B - B * J i) := by
    intro A B
    have h : A * (J i * Q) * B = A * (Q * J i) * B := by rw [hQ]
    linear_combination (norm := noncomm_ring) h
  rw [← sub_eq_zero, sum3]
  have split : ∀ X Y Z : Matrix n n ℂ, J i * (X + Y + Z) - (X + Y + Z) * J i
      = (J i * X - X * J i) + (J i * Y - Y * J i) + (J i * Z - Z * J i) := by
    intro X Y Z
    noncomm_ring
  rw [split, key, key, key, hW.same, hV.same, hW.next, hV.next, hW.prev, hV.prev]
  simp only [zero_mul, mul_zero, neg_mul, mul_neg, smul_mul_assoc, mul_smul_comm]
  abel
```

The adjoint lemma supplies the other vector operator needed for \(M\).

```lean
omit [DecidableEq n] in
/-- The componentwise adjoint of a vector operator is a vector operator. -/
theorem adjoint_vector {J V : Fin 3 → Matrix n n ℂ} (hJ : IsAngularMomentum J)
    (hV : IsVectorOperator J V) : IsVectorOperator J (fun k => (V k)ᴴ) := by
  have key : ∀ i k, J i * (V k)ᴴ - (V k)ᴴ * J i = -(J i * V k - V k * J i)ᴴ := by
    intro i k
    rw [conjTranspose_sub, conjTranspose_mul, conjTranspose_mul, hJ.herm i]
    abel
  exact ⟨fun i => (key i i).trans (by rw [hV.same]; simp),
    fun i => (key i (i + 1)).trans (by rw [hV.next]; simp [conjTranspose_smul]),
    fun i => (key i (i + 2)).trans (by rw [hV.prev]; simp [conjTranspose_smul])⟩
```

## One lowering step, then the ladder

Here `h1` says that \(J^2\) commutes with \(J_-\), and `h2` is the shift relation \(J_zJ_-=J_-J_z-J_-\).

```lean
/-- If `J² v = a v` and `Jz v = m v`, then `J₋ v`, which may be zero, satisfies the same equations
with `m` replaced by `m - 1`. -/
theorem lower_sublevel {J : Fin 3 → Matrix n n ℂ} (hJ : IsAngularMomentum J) {a m : ℂ}
    {v : n → ℂ} (hv : IsSublevel J a m v) : IsSublevel J a (m - 1) (lower J *ᵥ v) := by
  have hc : ∀ i, J i * Jsq J = Jsq J * J i := by
    intro i
    have h := scalar_commutes (Q := 1) hJ.comm hJ.comm (fun i => by simp) i
    simpa only [mul_one, Jsq] using h
  have h1 : Jsq J * lower J = lower J * Jsq J := by
    simp only [lower, mul_sub, sub_mul, smul_mul_assoc, mul_smul_comm, hc]
  have h2 : J 2 * lower J = lower J * J 2 - lower J := by
    have hx : J 2 * J 0 - J 0 * J 2 = I • J 1 := hJ.comm.next 2
    have hy : J 2 * J 1 - J 1 * J 2 = -(I • J 0) := hJ.comm.prev 2
    have hI : I • (I • J 0) = -J 0 := by rw [smul_smul, I_mul_I, neg_one_smul]
    simp only [lower, mul_sub, sub_mul, smul_mul_assoc, mul_smul_comm]
    linear_combination (norm := module) hx - I • hy + hI
  constructor
  · rw [mulVec_mulVec, h1, ← mulVec_mulVec, hv.1, mulVec_smul]
  · rw [mulVec_mulVec, h2, sub_mulVec, ← mulVec_mulVec, hv.2, mulVec_smul, sub_smul, one_smul]
```

The common factor comes from `hp`, the formula for \(J_+J_-\). The final `calc` moves \(J_+\) past \(M\) and applies the eigenvalue equation.

```lean
omit [DecidableEq n] in
/-- If `M` commutes with `J`, lowering a joint eigenvector multiplies the unnormalised
expectation value of `M` by `a - m² + m`. -/
theorem expect_lower {J : Fin 3 → Matrix n n ℂ} (hJ : IsAngularMomentum J) {a m : ℂ}
    {v : n → ℂ} (hv : IsSublevel J a m v) {M : Matrix n n ℂ} (hM : ∀ i, J i * M = M * J i) :
    expect M (lower J *ᵥ v) = (a - m ^ 2 + m) * expect M v := by
  have hr : (lower J)ᴴ = J 0 + I • J 1 := by
    simp [lower, conjTranspose_sub, conjTranspose_smul, hJ.herm]
  -- `J₊ J₋ = J² - Jz² + Jz`
  have hp : (lower J)ᴴ * lower J = Jsq J - J 2 * J 2 + J 2 := by
    have h : J 0 * J 1 - J 1 * J 0 = I • J 2 := hJ.comm.next 0
    have hI : I • (I • J 2) = -J 2 := by rw [smul_smul, I_mul_I, neg_one_smul]
    have hy : I • (I • (J 1 * J 1)) = -(J 1 * J 1) := by
      rw [smul_smul, I_mul_I, neg_one_smul]
    rw [hr, Jsq, Fin.sum_univ_three]
    simp only [lower, add_mul, mul_sub, smul_mul_assoc, mul_smul_comm]
    linear_combination (norm := module) (-I) • h - hI - hy
  have hc : (lower J)ᴴ * M = M * (lower J)ᴴ := by
    simp only [hr, add_mul, mul_add, smul_mul_assoc, mul_smul_comm, hM]
  have he : ((lower J)ᴴ * lower J) *ᵥ v = (a - m ^ 2 + m) • v := by
    rw [hp, add_mulVec, sub_mulVec, ← mulVec_mulVec, hv.1, hv.2, mulVec_smul, hv.2]
    module
  calc expect M (lower J *ᵥ v) = star v ⬝ᵥ ((lower J)ᴴ * (M * lower J)) *ᵥ v := by
        rw [expect, star_mulVec, ← dotProduct_mulVec, mulVec_mulVec, mulVec_mulVec]
        simp only [mul_assoc]
    _ = star v ⬝ᵥ M *ᵥ (((lower J)ᴴ * lower J) *ᵥ v) := by
        rw [← mul_assoc, hc, mul_assoc, ← mulVec_mulVec]
    _ = _ := by rw [he, mulVec_smul, dotProduct_smul, smul_eq_mul, expect]
```

As in the derivation by hand, the theorem assumes that \(V\) is a vector operator and that \(Q\) commutes with every \(J_i\). The induction compares unnormalised expectation values with squared norms, so it remains valid after the ladder has ended at zero. Only the last part uses `hk` to divide by the norm.

```lean
/-- Every normalised nonzero state `J₋ᵏ v` has the same expectation value of the emission operator
as the unit joint eigenvector `v`. -/
theorem emission_isotropic_ladder {J V : Fin 3 → Matrix n n ℂ} {Q : Matrix n n ℂ}
    (hJ : IsAngularMomentum J) (hV : IsVectorOperator J V) (hQ : ∀ i, J i * Q = Q * J i)
    {a m : ℂ} {v : n → ℂ} (hv : IsSublevel J a m v) (h1 : vnorm v = 1)
    (k : ℕ) (hk : lower J ^ k *ᵥ v ≠ 0) :
    expect (emission Q V) (normalized (lower J ^ k *ᵥ v)) = expect (emission Q V) v := by
  have hM : ∀ i, J i * emission Q V = emission Q V * J i :=
    scalar_commutes (adjoint_vector hJ hV) hV hQ
  -- rate and squared norm acquire the same factor at each step
  have ladder : ∀ k : ℕ, IsSublevel J a (m - k) (lower J ^ k *ᵥ v) ∧
      expect (emission Q V) (lower J ^ k *ᵥ v)
        = expect 1 (lower J ^ k *ᵥ v) * expect (emission Q V) v := by
    intro k
    induction k with
    | zero =>
      have h : expect 1 v = 1 := by rw [expect, one_mulVec, ← vnorm_sq, h1]; simp
      simpa [h] using hv
    | succ k ih =>
      rw [pow_succ', ← mulVec_mulVec]
      refine ⟨?_, ?_⟩
      · have h := lower_sublevel hJ ih.1
        rwa [sub_sub, ← Nat.cast_succ] at h
      · rw [expect_lower hJ ih.1 hM, expect_lower hJ ih.1 (M := 1) (fun i => by simp), ih.2]
        ring
  have hl := (ladder k).2
  generalize lower J ^ k *ᵥ v = u at hk hl ⊢
  have hu : (vnorm u : ℂ) ≠ 0 := by
    intro h
    have h0 : vnorm u = 0 := by exact_mod_cast h
    rw [vnorm, Real.sqrt_eq_zero (Finset.sum_nonneg fun i _ => sq_nonneg _)] at h0
    have hz := (Finset.sum_eq_zero_iff_of_nonneg (fun i _ => sq_nonneg ‖u i‖)).1 h0
    exact hk (funext fun i => by simpa using hz i (Finset.mem_univ i))
  have hs : star ((vnorm u : ℂ)⁻¹) = (vnorm u : ℂ)⁻¹ := by simp
  have hn : expect (emission Q V) (normalized u)
      = (vnorm u : ℂ)⁻¹ * ((vnorm u : ℂ)⁻¹ * expect (emission Q V) u) := by
    simp only [expect, normalized, star_smul, mulVec_smul, smul_dotProduct, dotProduct_smul,
      smul_eq_mul, hs]
  rw [hn, hl, expect, one_mulVec, ← vnorm_sq]
  field_simp
```

The claim is the case \(k=1\). In the theorem names, "isotropic" means that the direction-integrated rate is the same for each sublevel on the ladder; the angular pattern of the light can still differ between sublevels.

```lean
/-- A unit joint eigenvector `v` of `J²` and `Jz` and the normalised state `J₋ v`, if nonzero, have
equal expectation values of the emission operator. -/
theorem emission_isotropic {J V : Fin 3 → Matrix n n ℂ} {Q : Matrix n n ℂ}
    (hJ : IsAngularMomentum J) (hV : IsVectorOperator J V) (hQ : ∀ i, J i * Q = Q * J i)
    {a m : ℂ} {v : n → ℂ} (hv : IsSublevel J a m v) (h1 : vnorm v = 1)
    (hne : lower J *ᵥ v ≠ 0) :
    expect (emission Q V) (normalized (lower J *ᵥ v)) = expect (emission Q V) v := by
  have h := emission_isotropic_ladder hJ hV hQ hv h1 1 (by rwa [pow_one])
  rwa [pow_one] at h
```

The theorem compares states on one ladder, not separate multiplets that happen to share the same \(a\). It allows any \(Q\) commuting with \(J\), projector or not. The link between \(M\) and a decay rate is physical input: the radiation field and the time evolution are not modelled. If several lower levels are open, the result holds for each of them and so for the summed rate. Within this finite dipole model of an atom in free space, a lifetime calculation can therefore use whichever sublevel of the ladder is most convenient.

## An s–p atom, and a triple that is not a vector

The basis is \(s,p_x,p_y,p_z\). The dipole connects \(s\) with each \(p\) state, and \(Q\) projects onto \(s\). Dipole entries are in units of the common matrix element \(\langle s,V_zp_z\rangle\), so expectation values of the emission operator are in units of its squared modulus. Integer matrices hold the entries, and `toC` carries them to the complex numbers.

```lean
/-- Integer matrices regarded as complex ones. -/
def toC : Matrix (Fin 4) (Fin 4) ℤ →+* Matrix (Fin 4) (Fin 4) ℂ :=
  (Int.castRingHom ℂ).mapMatrix

/-- Generators of rotations for one s level and the p levels x, y, z, in this order. -/
def rot : Fin 3 → Matrix (Fin 4) (Fin 4) ℤ :=
  ![!![0, 0, 0, 0; 0, 0, 0, 0; 0, 0, 0, -1; 0, 0, 1, 0],
    !![0, 0, 0, 0; 0, 0, 0, 1; 0, 0, 0, 0; 0, -1, 0, 0],
    !![0, 0, 0, 0; 0, 0, -1, 0; 0, 1, 0, 0; 0, 0, 0, 0]]

/-- Integer matrices of the dipole components connecting the s level with the p levels. -/
def dip : Fin 3 → Matrix (Fin 4) (Fin 4) ℤ :=
  ![!![0, 1, 0, 0; 1, 0, 0, 0; 0, 0, 0, 0; 0, 0, 0, 0],
    !![0, 0, 1, 0; 0, 0, 0, 0; 1, 0, 0, 0; 0, 0, 0, 0],
    !![0, 0, 0, 1; 0, 0, 0, 0; 0, 0, 0, 0; 1, 0, 0, 0]]

/-- The integer matrix of the projector onto the s level. -/
def proj : Matrix (Fin 4) (Fin 4) ℤ := !![1, 0, 0, 0; 0, 0, 0, 0; 0, 0, 0, 0; 0, 0, 0, 0]

/-- Angular momentum of the s-p atom. -/
def spJ (i : Fin 3) : Matrix (Fin 4) (Fin 4) ℂ := I • toC (rot i)

/-- The dipole operator of the s-p atom. -/
def spV (i : Fin 3) : Matrix (Fin 4) (Fin 4) ℂ := toC (dip i)

/-- The projector onto the s level. -/
def spQ : Matrix (Fin 4) (Fin 4) ℂ := toC proj
```

The lemma `sp_vector` reduces the vector relations to integer matrix identities, which are decided by computation. The witness theorem then confirms every hypothesis for \(p_z\), with \(a=2\) and \(m=0\).

```lean
/-- Integer matrices that rotate as a vector under `rot` give, times any complex number,
a vector operator of the s-p atom. -/
theorem sp_vector (c : ℂ) {B : Fin 3 → Matrix (Fin 4) (Fin 4) ℤ}
    (h : ∀ i, rot i * B i - B i * rot i = 0 ∧
      rot i * B (i + 1) - B (i + 1) * rot i = B (i + 2) ∧
      rot i * B (i + 2) - B (i + 2) * rot i = -B (i + 1)) :
    IsVectorOperator spJ (fun k => c • toC (B k)) := by
  have key : ∀ i k, spJ i * (c • toC (B k)) - (c • toC (B k)) * spJ i
      = (I * c) • toC (rot i * B k - B k * rot i) := by
    intro i k
    rw [map_sub, map_mul, map_mul]
    simp only [spJ, smul_mul_assoc, mul_smul_comm]
    module
  exact ⟨fun i => (key i i).trans (by rw [(h i).1, map_zero, smul_zero]),
    fun i => (key i (i + 1)).trans (by rw [(h i).2.1, mul_smul]),
    fun i => (key i (i + 2)).trans (by rw [(h i).2.2, map_neg, smul_neg, mul_smul])⟩
/-- The s-p atom with the state p_z meets all hypotheses of `emission_isotropic`. -/
theorem emission_isotropic_witness :
    IsAngularMomentum spJ ∧ IsVectorOperator spJ spV ∧ (∀ i, spJ i * spQ = spQ * spJ i) ∧
    IsSublevel spJ 2 0 ![0, 0, 0, 1] ∧ vnorm (![0, 0, 0, 1] : Fin 4 → ℂ) = 1 ∧
    lower spJ *ᵥ ![0, 0, 0, 1] ≠ 0 := by
  have hA : ∀ i a b, rot i b a = -rot i a b := by decide +kernel
  have hP : ∀ i, rot i * proj = proj * rot i := by decide +kernel
  refine ⟨⟨?_, sp_vector I (B := rot) (by decide +kernel)⟩, ?_, ?_, ⟨?_, ?_⟩, ?_, ?_⟩
  · intro i
    ext a b
    simp [spJ, toC, conjTranspose_apply, hA i a b]
  · have h := sp_vector 1 (B := dip) (by decide +kernel)
    simp only [one_smul] at h
    exact h
  · intro i
    simp only [spJ, spQ, smul_mul_assoc, mul_smul_comm, ← map_mul, hP]
  · ext a
    fin_cases a <;> simp [Jsq, spJ, toC, rot, Fin.sum_univ_three, Matrix.mulVec, dotProduct,
      Matrix.mul_apply, Fin.sum_univ_four]
    norm_num
  · ext a
    fin_cases a <;> simp [spJ, toC, rot, Matrix.mulVec, dotProduct, Fin.sum_univ_four]
  · simp [vnorm, Fin.sum_univ_four]
  · intro h
    have h1 := congrFun h 1
    simp [lower, spJ, toC, rot, Matrix.mulVec, dotProduct, Fin.sum_univ_four] at h1
```

Now drop the hypothesis that \(V\) is a vector operator by replacing the dipole with \((0,0,V_z)\). The emission operator becomes \(V_z^\dagger QV_z\), the part from the \(z\) component of the dipole alone. Its expectation value is 1 in \(p_z\), but 0 in the normalised lowered state \((p_x-ip_y)/\sqrt2\), so the equality fails. With the full dipole, the \(x\) and \(y\) components contribute \(1/2\) each in the lowered state and restore the total to 1.

```lean
/-- In the s-p atom the part of the emission operator from the z dipole component alone has
expectation value one in p_z and zero in the normalised lowered state. -/
theorem single_polarisation_anisotropic :
    expect ((spV 2)ᴴ * spQ * spV 2) ![0, 0, 0, 1] = 1 ∧
    expect ((spV 2)ᴴ * spQ * spV 2) (normalized (lower spJ *ᵥ ![0, 0, 0, 1])) = 0 := by
  have hM : (spV 2)ᴴ * spQ * spV 2
      = !![0, 0, 0, 0; 0, 0, 0, 0; 0, 0, 0, 0; 0, 0, 0, 1] := by
    ext a b
    fin_cases a <;> fin_cases b <;>
      simp [spV, spQ, toC, dip, proj, Matrix.mul_apply, Fin.sum_univ_four]
  rw [hM]
  constructor
  · simp [expect, Matrix.mulVec, dotProduct, Fin.sum_univ_four]
  · have h0 : !![0, 0, 0, 0; 0, 0, 0, 0; 0, 0, 0, 0; 0, 0, 0, (1 : ℂ)] *ᵥ
        (lower spJ *ᵥ ![0, 0, 0, 1]) = 0 := by
      ext a
      fin_cases a <;> simp [lower, spJ, toC, rot, Matrix.mulVec, dotProduct, Fin.sum_univ_four]
    rw [expect, normalized, mulVec_smul, h0, smul_zero, dotProduct_zero]

end

end EmissionIsotropy
```

The proof computes the operator explicitly as the projector onto \(p_z\), then evaluates it in the two states.

```lean
#print axioms EmissionIsotropy.emission_isotropic_ladder
#print axioms EmissionIsotropy.emission_isotropic
#print axioms EmissionIsotropy.single_polarisation_anisotropic
```

```
'EmissionIsotropy.emission_isotropic_ladder' depends on axioms: [propext, Classical.choice, Quot.sound]
'EmissionIsotropy.emission_isotropic' depends on axioms: [propext, Classical.choice, Quot.sound]
'EmissionIsotropy.single_polarisation_anisotropic' depends on axioms: [propext, Classical.choice, Quot.sound]
```
